# Evaluating a local energy at the averaged density: the leading error is half the second derivative times the anisotropy variance

The sphere of directions is modelled here by a finite list of points, labelled $i$, with real quadrature weights $w_i$ that sum to 1. Negative weights are allowed. At one fixed radius, the density in direction $i$ is $\rho + t\,d_i$: the numbers $d_i$ fix the shape of the anisotropy and the real number $t$ its amplitude. The energy per volume is a function $f$ of the local density alone, so gradient corrections are not covered.

Write $\langle g\rangle = \sum_i w_i g_i$. If $f$ is twice continuously differentiable at $\rho$ and $\langle d\rangle = 0$, then

$$\frac{\langle f(\rho+t d)\rangle - f(\rho)}{t^2}\;\longrightarrow\;\frac{f''(\rho)}{2}\,\langle d^2\rangle \qquad (t\to0,\ t\neq0).$$

Throughout, "error" means the averaged energy minus the energy at the single reference density, that is, exact minus approximate. In an APW or LAPW calculation, the limit times $t^2$ is the second-order error made inside an atomic sphere if the exchange-correlation energy is computed from the spherical part of the density, for a density-only functional at one radius and on a finite angular grid.

## Directions, weights and the exchange function

```lean
import Mathlib

open Filter Topology Asymptotics

namespace SphericalAverageXC

noncomputable section

variable {ι : Type*} [Fintype ι]
```

The type `ι` is the set of direction labels, and `Fintype ι` says that it is finite. The `open` line makes the notation for limits and for little-o available.

```lean
/-- The angular average of a quantity `g` sampled at finitely many directions with
quadrature weights `w`. -/
def average (w g : ι → ℝ) : ℝ := ∑ i, w i * g i
```

`average w g` is $\langle g\rangle$. The definition does not normalise the weights; theorems that need $\sum_i w_i = 1$ take it as the hypothesis `hw`. Physically, it says that the grid averages a constant to itself.

```lean
/-- The local exchange energy per volume, `-c ρ^(4/3)`, for a density `ρ ≥ 0`. -/
def ldaExchange (c ρ : ℝ) : ℝ := -c * ρ ^ (4 / 3 : ℝ)
```

This is local exchange, $-c\,\rho^{4/3}$. The constant $c$ stands for the exchange strength of the homogeneous electron gas; Lean accepts any real number. In the next three theorems the letter `c` has another meaning, the second derivative of $f$ at $\rho$.

## Taylor expansion with a controlled remainder

```lean
/-- Second-order expansion of a local energy function: if `f` has derivative `f'` near `ρ`
and `f'` has derivative `c` at `ρ`, the remainder after the quadratic term is `o(h²)`. -/
theorem second_order_expansion {f f' : ℝ → ℝ} {ρ c : ℝ}
    (hf : ∀ᶠ x in 𝓝 ρ, HasDerivAt f (f' x) x) (hf' : HasDerivAt f' c ρ) :
    (fun h : ℝ => f (ρ + h) - f ρ - f' ρ * h - c / 2 * h ^ 2) =o[𝓝 0] fun h : ℝ => h ^ 2 := by
  rw [isLittleO_iff]
  intro ε hε
  have h1 := (hasDerivAt_iff_isLittleO.mp hf').def hε
  obtain ⟨δ, hδ, hball⟩ := Metric.eventually_nhds_iff_ball.mp (hf.and h1)
  filter_upwards [Metric.ball_mem_nhds (0 : ℝ) hδ] with h hh
  have hh' : |h| < δ := by simpa [Real.dist_eq] using hh
  have hsub : ∀ x ∈ Metric.closedBall ρ |h|, x ∈ Metric.ball ρ δ := fun x hx =>
    Metric.mem_ball.mpr (lt_of_le_of_lt (Metric.mem_closedBall.mp hx) hh')
  -- the remainder as a function of the density, and its small derivative
  let g : ℝ → ℝ := fun x => f x - f' ρ * (x - ρ) - c / 2 * ((x - ρ) * (x - ρ))
  have hder : ∀ x ∈ Metric.closedBall ρ |h|,
      HasDerivWithinAt g (f' x - f' ρ - (x - ρ) * c) (Metric.closedBall ρ |h|) x := by
    intro x hx
    have hl : HasDerivAt (fun y : ℝ => y - ρ) 1 x := (hasDerivAt_id' x).sub_const ρ
    have h2 := ((hball x (hsub x hx)).1.fun_sub (hl.const_mul (f' ρ))).fun_sub
      ((hl.fun_mul hl).const_mul (c / 2))
    exact (h2.congr_deriv (by ring)).hasDerivWithinAt
  have hbound : ∀ x ∈ Metric.closedBall ρ |h|, ‖f' x - f' ρ - (x - ρ) * c‖ ≤ ε * |h| := by
    intro x hx
    have h2 : ‖f' x - f' ρ - (x - ρ) * c‖ ≤ ε * ‖x - ρ‖ := (hball x (hsub x hx)).2
    have h3 : ‖x - ρ‖ ≤ |h| := by
      rw [← dist_eq_norm]
      exact Metric.mem_closedBall.mp hx
    exact h2.trans (mul_le_mul_of_nonneg_left h3 hε.le)
  -- mean value inequality between ρ and ρ + h
  have key : ‖g (ρ + h) - g ρ‖ ≤ ε * |h| * ‖ρ + h - ρ‖ :=
    (convex_closedBall ρ |h|).norm_image_sub_le_of_norm_hasDerivWithin_le hder hbound
      (Metric.mem_closedBall_self (abs_nonneg h))
      (by rw [Metric.mem_closedBall, dist_eq_norm, add_sub_cancel_left, Real.norm_eq_abs])
  have e1 : f (ρ + h) - f ρ - f' ρ * h - c / 2 * h ^ 2 = g (ρ + h) - g ρ := by
    simp only [g]
    ring
  rw [e1]
  calc ‖g (ρ + h) - g ρ‖ ≤ ε * |h| * ‖ρ + h - ρ‖ := key
    _ = ε * ‖h ^ 2‖ := by
      rw [add_sub_cancel_left, norm_pow, Real.norm_eq_abs]
      ring
```

The hypothesis `hf` says that $f$ has derivative $f'(x)$ at every $x$ near $\rho$; the symbol `∀ᶠ x in 𝓝 ρ` means "for all $x$ close enough to $\rho$". In Lean, `f'` is just the name of a second function, and `hf` makes it the derivative. The hypothesis `hf'` says that $f'$ has derivative $c$ at $\rho$. The conclusion is

$$f(\rho+h) - f(\rho) - f'(\rho)h - \tfrac c2 h^2 = o(h^2).$$

By hand, set $g(x) = f(x) - f'(\rho)(x-\rho) - \tfrac c2(x-\rho)^2$. Then

$$g'(x) = f'(x)-f'(\rho)-c(x-\rho).$$

Given $\varepsilon>0$, differentiability of $f'$ at $\rho$ supplies a $\delta>0$ with $|g'(x)|\le\varepsilon|x-\rho|$ for $|x-\rho|<\delta$. Take $|h|<\delta$. Between $\rho$ and $\rho+h$ we have $|g'|\le\varepsilon|h|$, so the mean value inequality gives $|g(\rho+h)-g(\rho)|\le\varepsilon h^2$. The left side is the absolute value of the remainder.

In the code, `hder` computes $g'$, `hbound` bounds it, `key` applies the mean value inequality, and `e1` identifies the remainder.

```lean
/-- Along one direction with anisotropy `a`, the energy change beyond linear order, divided
by `t²`, tends to `c a² / 2`, where `f` has derivative `f'` near `ρ` and `f'` has
derivative `c` at `ρ`. -/
theorem direction_limit {f f' : ℝ → ℝ} {ρ c : ℝ}
    (hf : ∀ᶠ x in 𝓝 ρ, HasDerivAt f (f' x) x) (hf' : HasDerivAt f' c ρ) (a : ℝ) :
    Tendsto (fun t : ℝ => (f (ρ + t * a) - f ρ - f' ρ * (t * a)) / t ^ 2)
      (𝓝[≠] 0) (𝓝 (c / 2 * a ^ 2)) := by
  have hlim : Tendsto (fun t : ℝ => t * a) (𝓝 0) (𝓝 0) :=
    Continuous.tendsto' (by fun_prop) 0 0 (by simp)
  have h1 : (fun t : ℝ => f (ρ + t * a) - f ρ - f' ρ * (t * a) - c / 2 * (t * a) ^ 2)
      =o[𝓝 0] fun t : ℝ => (t * a) ^ 2 :=
    (second_order_expansion hf hf').comp_tendsto hlim
  have h2 : (fun t : ℝ => (t * a) ^ 2) =O[𝓝 0] fun t : ℝ => t ^ 2 :=
    IsBigO.of_bound (a ^ 2) (Eventually.of_forall fun t => le_of_eq (by
      rw [mul_pow, norm_mul, Real.norm_of_nonneg (sq_nonneg a)]
      ring))
  have h3 := ((h1.trans_isBigO h2).tendsto_div_nhds_zero.mono_left
    (nhdsWithin_le_nhds (s := {0}ᶜ))).add_const (c / 2 * a ^ 2)
  rw [zero_add] at h3
  refine h3.congr' ?_
  filter_upwards [self_mem_nhdsWithin] with t ht
  have ht' : t ≠ 0 := ht
  rw [div_add' _ _ _ (pow_ne_zero 2 ht')]
  congr 1
  ring
```

The notation `𝓝[≠] 0` means that $t$ approaches 0 without being 0. For one direction with anisotropy $a$, the statement reads

$$\frac{f(\rho+ta)-f(\rho)-f'(\rho)\,ta}{t^2}\to\frac c2a^2.$$

Put $h=ta$ in the expansion (`h1`). Its remainder is $o(t^2a^2)$, hence $o(t^2)$ because $a$ is fixed (`h2`). Divide by $t^2$ and add back the constant $\tfrac c2a^2$ (`h3`).

## Averaging over directions

```lean
/-- For weights summing to one, the averaged energy minus the energy of the averaged density,
divided by `t²`, tends to `c/2` times the weighted variance of the anisotropy `d`. Here `f`
has derivative `f'` near `ρ`, and `f'` has derivative `c` at `ρ`. -/
theorem spherical_average_error {f f' : ℝ → ℝ} {ρ c : ℝ}
    (hf : ∀ᶠ x in 𝓝 ρ, HasDerivAt f (f' x) x) (hf' : HasDerivAt f' c ρ)
    (w d : ι → ℝ) (hw : ∑ i, w i = 1) :
    Tendsto (fun t : ℝ =>
        (average w (fun i => f (ρ + t * d i)) - f (ρ + t * average w d)) / t ^ 2)
      (𝓝[≠] 0) (𝓝 (c / 2 * (average w (fun i => d i ^ 2) - average w d ^ 2))) := by
  have hs := (tendsto_finsetSum Finset.univ fun i _ =>
    (direction_limit hf hf' (d i)).const_mul (w i)).sub (direction_limit hf hf' (average w d))
  have elim : ∑ i, w i * (c / 2 * d i ^ 2) - c / 2 * average w d ^ 2
      = c / 2 * (average w (fun i => d i ^ 2) - average w d ^ 2) := by
    have e : ∑ i, w i * (c / 2 * d i ^ 2) = c / 2 * average w (fun i => d i ^ 2) := by
      unfold average
      rw [Finset.mul_sum]
      exact Finset.sum_congr rfl fun i _ => by ring
    rw [e]
    ring
  rw [elim] at hs
  refine hs.congr fun t => ?_
  -- the constant and linear terms cancel in the weighted sum
  have e : ∑ i, w i * ((f (ρ + t * d i) - f ρ - f' ρ * (t * d i)) / t ^ 2)
      = (average w (fun i => f (ρ + t * d i)) - (∑ i, w i) * f ρ
          - f' ρ * (t * average w d)) / t ^ 2 := by
    unfold average
    simp only [Finset.sum_mul, Finset.mul_sum, ← Finset.sum_sub_distrib, Finset.sum_div]
    exact Finset.sum_congr rfl fun i _ => by ring
  rw [e, hw]
  ring
```

Here the averaged energy is compared with the energy of the averaged density, $f(\rho+t\langle d\rangle)$, so the mean anisotropy need not vanish:

$$\frac{\langle f(\rho+td)\rangle-f(\rho+t\langle d\rangle)}{t^2}\to\frac c2\left(\langle d^2\rangle-\langle d\rangle^2\right).$$

The bracket is the weighted variance of $d$; with signed weights it can be negative.

For the derivation, let $R_a(t)=f(\rho+ta)-f(\rho)-f'(\rho)ta$. Since $\sum_i w_i=1$,

$$\sum_i w_iR_{d_i}(t)=\langle f(\rho+td)\rangle-f(\rho)-f'(\rho)t\langle d\rangle .$$

Subtracting $R_{\langle d\rangle}(t)=f(\rho+t\langle d\rangle)-f(\rho)-f'(\rho)t\langle d\rangle$ removes the constant and linear terms and leaves the numerator above. Divided by $t^2$, the terms tend to $\sum_i w_i\tfrac c2d_i^2$ and $\tfrac c2\langle d\rangle^2$ by the previous theorem.

The limit of this finite sum is `hs`, `elim` puts its value in variance form, and the last `e` carries out the cancellation.

```lean
/-- A function that is C² at `ρ` is differentiable near `ρ`, and its derivative is
differentiable at `ρ`. -/
theorem derivatives_of_C2 {f : ℝ → ℝ} {ρ : ℝ} (hf : ContDiffAt ℝ 2 f ρ) :
    (∀ᶠ x in 𝓝 ρ, HasDerivAt f (deriv f x) x) ∧
      HasDerivAt (deriv f) (deriv (deriv f) ρ) ρ := by
  constructor
  · filter_upwards [hf.eventually (by simp)] with x hx
    exact (hx.differentiableAt (by norm_num)).hasDerivAt
  · have h1 : ContDiffAt ℝ 1 (fderiv ℝ f) ρ := hf.fderiv_right one_add_one_eq_two.le
    have h2 : DifferentiableAt ℝ (fun x => fderiv ℝ f x 1) ρ :=
      (h1.differentiableAt (by norm_num)).clm_apply (differentiableAt_const 1)
    have h3 : DifferentiableAt ℝ (deriv f) ρ := h2
    exact h3.hasDerivAt
```

`ContDiffAt ℝ 2 f ρ` says that $f$ is $C^2$ at $\rho$, and `deriv (deriv f) ρ` is $f''(\rho)$. The lemma extracts the two hypotheses used so far: $f$ is differentiable near $\rho$, and $f'$ is differentiable at $\rho$. For the second part, Lean takes the derivative as a linear map, `fderiv`, and evaluates it on the number 1.

```lean
/-- For `f` of class C² at `ρ`, weights summing to one and an anisotropy `d` of zero average, the
averaged energy minus `f ρ` is `t² f''(ρ) ⟨d²⟩ / 2 + o(t²)` as `t → 0`. -/
theorem zero_mean_anisotropy {f : ℝ → ℝ} {ρ : ℝ} (hf : ContDiffAt ℝ 2 f ρ)
    (w d : ι → ℝ) (hw : ∑ i, w i = 1) (hd : average w d = 0) :
    Tendsto (fun t : ℝ => (average w (fun i => f (ρ + t * d i)) - f ρ) / t ^ 2)
      (𝓝[≠] 0) (𝓝 (deriv (deriv f) ρ * average w (fun i => d i ^ 2) / 2)) := by
  obtain ⟨h1, h2⟩ := derivatives_of_C2 hf
  have h := spherical_average_error h1 h2 w d hw
  simp only [hd, mul_zero, add_zero] at h
  convert h using 2
  ring
```

This is the limit displayed at the start. The hypothesis `hd` says $\langle d\rangle=0$, so $\rho$ is itself the averaged density. Inserting this into the variance theorem turns $f(\rho+t\langle d\rangle)$ into $f(\rho)$ and the variance into $\langle d^2\rangle$.

## When the error is quadratic

```lean
/-- The linear response of the averaged energy to the anisotropy amplitude is the derivative
of `f` at `ρ` times the average anisotropy. -/
theorem average_linear_response {f : ℝ → ℝ} {ρ v : ℝ} (hf : HasDerivAt f v ρ)
    (w d : ι → ℝ) :
    HasDerivAt (fun t : ℝ => average w (fun i => f (ρ + t * d i))) (v * average w d) 0 := by
  have h : ∀ i, HasDerivAt (fun t : ℝ => w i * f (ρ + t * d i)) (w i * (v * d i)) 0 := by
    intro i
    have hl : HasDerivAt (fun t : ℝ => ρ + t * d i) (d i) 0 :=
      (((hasDerivAt_id' (0 : ℝ)).mul_const (d i)).const_add ρ).congr_deriv (one_mul _)
    have hf0 : HasDerivAt f v (ρ + 0 * d i) := by simpa using hf
    exact (hf0.comp (0 : ℝ) hl).const_mul (w i)
  have hs : HasDerivAt (fun t : ℝ => ∑ i, w i * f (ρ + t * d i)) (∑ i, w i * (v * d i)) 0 :=
    HasDerivAt.fun_sum fun i _ => h i
  refine hs.congr_deriv ?_
  unfold average
  rw [Finset.mul_sum]
  exact Finset.sum_congr rfl fun i _ => by ring
```

The chain rule gives

$$\left.\frac{d}{dt}\langle f(\rho+td)\rangle\right|_{t=0}=\sum_i w_i f'(\rho)d_i=f'(\rho)\langle d\rangle .$$

Lean differentiates each term (`h`), sums them (`hs`) and factors out `v`, which is $f'(\rho)$. The weights need not sum to 1 here.

```lean
/-- For `f` of class C² at `ρ` with `f'(ρ) ≠ 0` and weights summing to one, the error of
replacing the averaged energy by `f ρ`, divided by `t²`, has a finite limit exactly when the
anisotropy averages to zero. -/
theorem quadratic_error_iff {f : ℝ → ℝ} {ρ : ℝ} (hf : ContDiffAt ℝ 2 f ρ)
    (hv : deriv f ρ ≠ 0) (w d : ι → ℝ) (hw : ∑ i, w i = 1) :
    (∃ L : ℝ, Tendsto (fun t : ℝ => (average w (fun i => f (ρ + t * d i)) - f ρ) / t ^ 2)
      (𝓝[≠] 0) (𝓝 L)) ↔ average w d = 0 := by
  constructor
  · rintro ⟨L, hL⟩
    have hslope := hasDerivAt_iff_tendsto_slope_zero.mp
      (average_linear_response (derivatives_of_C2 hf).1.self_of_nhds w d)
    have hid : Tendsto (fun t : ℝ => t) (𝓝[≠] 0) (𝓝 0) :=
      tendsto_id.mono_left nhdsWithin_le_nhds
    have hG0 : average w (fun i => f (ρ + 0 * d i)) = f ρ := by
      simp [average, ← Finset.sum_mul, hw]
    -- the quotient by t tends both to zero and to the linear response
    have h3 : Tendsto
        (fun t : ℝ => t * ((average w (fun i => f (ρ + t * d i)) - f ρ) / t ^ 2))
        (𝓝[≠] 0) (𝓝 (deriv f ρ * average w d)) := by
      refine hslope.congr' ?_
      filter_upwards [self_mem_nhdsWithin] with t ht
      have ht' : t ≠ 0 := ht
      simp only [zero_add, smul_eq_mul]
      rw [hG0]
      field_simp
    have h4 := tendsto_nhds_unique h3 (hid.mul hL)
    rw [zero_mul] at h4
    exact (mul_eq_zero.mp h4).resolve_left hv
  · intro hd
    exact ⟨_, zero_mean_anisotropy hf w d hw hd⟩
```

If $f$ is the exchange-correlation energy per volume, $f'(\rho)$ is the local exchange-correlation potential, and `hv` asks that it be nonzero. Under that condition, the quotient

$$Q(t)=\frac{\langle f(\rho+td)\rangle-f(\rho)}{t^2}$$

has a finite limit exactly when $\langle d\rangle=0$.

Suppose $Q(t)\to L$. Then $t\,Q(t)\to0\cdot L=0$. But $t\,Q(t)$ is also the difference quotient of the averaged energy at $t=0$, which tends to $f'(\rho)\langle d\rangle$. Limits are unique (`tendsto_nhds_unique`), so $f'(\rho)\langle d\rangle=0$, and `hv` leaves $\langle d\rangle=0$. The other direction is the preceding zero-mean theorem.

The practical reading, for this finite-grid model with $f'(\rho)\neq0$, is that using the fixed density $\rho$ as the reference leaves a linear error unless $\rho$ is the grid's own average density.

## Local exchange, with numbers

```lean
/-- For local exchange at a positive density `ρ` and weights summing to one, the averaged energy
minus the energy of the averaged density, divided by `t²`, tends to `-(2/9) c ρ^(-2/3)` times the
weighted variance of the anisotropy. -/
theorem lda_exchange_average_error (c : ℝ) {ρ : ℝ} (hρ : 0 < ρ)
    (w d : ι → ℝ) (hw : ∑ i, w i = 1) :
    Tendsto (fun t : ℝ => (average w (fun i => ldaExchange c (ρ + t * d i))
        - ldaExchange c (ρ + t * average w d)) / t ^ 2)
      (𝓝[≠] 0) (𝓝 (-(2 / 9) * c * ρ ^ (-(2 / 3) : ℝ)
        * (average w (fun i => d i ^ 2) - average w d ^ 2))) := by
  have h1 : ∀ x : ℝ, HasDerivAt (ldaExchange c) (-c * (4 / 3 * x ^ (1 / 3 : ℝ))) x := by
    intro x
    have h := (Real.hasDerivAt_rpow_const (x := x) (p := 4 / 3)
      (Or.inr (by norm_num))).const_mul (-c)
    rw [show (4 / 3 : ℝ) - 1 = 1 / 3 by norm_num] at h
    exact h
  have h2 : HasDerivAt (fun x : ℝ => -c * (4 / 3 * x ^ (1 / 3 : ℝ)))
      (-c * (4 / 3 * (1 / 3 * ρ ^ (-(2 / 3) : ℝ)))) ρ := by
    have h := ((Real.hasDerivAt_rpow_const (x := ρ) (p := 1 / 3)
      (Or.inl hρ.ne')).const_mul (4 / 3)).const_mul (-c)
    rw [show (1 / 3 : ℝ) - 1 = -(2 / 3) by norm_num] at h
    exact h
  convert spherical_average_error (Eventually.of_forall h1) h2 w d hw using 2
  ring

end

end SphericalAverageXC
```

For $f(\rho)=-c\,\rho^{4/3}$,

$$f'(\rho)=-\tfrac43c\,\rho^{1/3},\qquad f''(\rho)=-\tfrac49c\,\rho^{-2/3},$$

so half the second derivative is $-\tfrac29c\,\rho^{-2/3}$, the coefficient in the theorem. The facts `h1` and `h2` are these two derivatives, and the variance theorem does the rest. The density must be positive because the power $\rho^{-2/3}$ diverges at zero density.

For a numerical instance, take $c=1$, $\rho=1$ and the six directions $\pm x,\pm y,\pm z$, each with weight $1/6$. Let $d=3\cos^2\theta-1$, with $\theta$ measured from the $z$ axis: $d=2$ along $\pm z$ and $d=-1$ along the other four. Then

$$\langle d\rangle=\frac{2\cdot2-4\cdot1}{6}=0,\qquad\langle d^2\rangle=\frac{2\cdot4+4\cdot1}{6}=2,$$

and the predicted limit is $-\tfrac29\cdot2=-\tfrac49\approx-0.444$.

At $t=0.1$ the densities are $1.2$ and $0.9$, and the averaged energy is

$$-\tfrac13(1.2)^{4/3}-\tfrac23(0.9)^{4/3}\approx-0.42506-0.57929=-1.00436 .$$

Subtracting $f(1)=-1$ and dividing by $t^2=0.01$ gives about $-0.436$, already close to the limit.

The average in the theorem is always that of the chosen grid. Over the full sphere, $d$ still averages to 0, but $d^2$ averages to $4/5$, not 2, so this six-point grid does not reproduce the continuous variance of this anisotropy.

```lean
#print axioms SphericalAverageXC.quadratic_error_iff
#print axioms SphericalAverageXC.lda_exchange_average_error
```

```
'SphericalAverageXC.quadratic_error_iff' depends on axioms: [propext, Classical.choice, Quot.sound]
'SphericalAverageXC.lda_exchange_average_error' depends on axioms: [propext, Classical.choice, Quot.sound]
```
